# Fröhlich coupling within the hydrogenic 1s exciton vanishes at long wavelength, and at finite wavelength exactly for equal masses

An exciton with the hydrogenic 1s envelope $\psi(r)=e^{-r/a}/\sqrt{\pi a^3}$, where $r$ is the electron-hole distance and $a>0$ the exciton Bohr radius, has the form factor

$$F(q)=\int_0^\infty 4\pi r^2\,\psi(r)^2\,\frac{\sin qr}{qr}\,dr=\frac{1}{\left(1+(qa/2)^2\right)^2}\qquad(q\neq 0).$$

Its Fröhlich element at phonon wave number $q>0$ is

$$M(q)=\frac{g}{q}\left[F(p_e q)-F(p_h q)\right],\qquad p_e,p_h>0 .$$

It tends to zero as $q\to0^+$. For $g\neq0$ it vanishes at some $q>0$ if and only if $p_e=p_h$, and it then vanishes at every $q>0$.

The constant $g$ is the bare strength of the coupling between a carrier and a longitudinal optical phonon; it collects the phonon energy, the dielectric constants and the normalisation volume. The minus sign reflects the opposite charges of electron and hole. The numbers $p_e$ and $p_h$ come from separating the centre of mass. With masses $m_e$ and $m_h$, the electron sits at $\mathbf R+\frac{m_h}{m_e+m_h}\mathbf r$ and the hole at $\mathbf R-\frac{m_e}{m_e+m_h}\mathbf r$, so that $p_e=m_h/(m_e+m_h)$ and $p_h=m_e/(m_e+m_h)$. The condition $p_e=p_h$ then means equal masses.

For calculations of scattering within a hydrogenic 1s state, the result gives the small-$q$ behaviour of the Fröhlich part of the matrix element. Short-range contributions, such as deformation-potential coupling, are not included.

## The form factor from an explicit antiderivative

Since $\psi^2=e^{-2r/a}/(\pi a^3)$, one power of $r$ cancels and

$$F(q)=\frac{4}{a^3}\int_0^\infty r\,e^{-2r/a}\,\frac{\sin qr}{q}\,dr .$$

Put $b=2/a$ and $D=b^2+q^2$, and define

$$S_1=\frac{b\sin qr+q\cos qr}{D},\qquad S_2=\frac{(b^2-q^2)\sin qr+2bq\cos qr}{D^2}.$$

Differentiation gives $(-e^{-br}S_1)'=e^{-br}\sin qr$ and $(-e^{-br}S_2)'=e^{-br}S_1$. Hence

$$\left(-r e^{-br}S_1-e^{-br}S_2\right)'=-e^{-br}S_1+re^{-br}\sin qr+e^{-br}S_1=re^{-br}\sin qr .$$

The antiderivative vanishes at infinity and equals $-2bq/D^2$ at $r=0$, so the integral is

$$\int_0^\infty re^{-br}\sin qr\,dr=\frac{2bq}{(b^2+q^2)^2}.$$

With $b=2/a$ we have $D=\frac{4}{a^2}\left(1+(qa/2)^2\right)$, and therefore

$$F(q)=\frac{4}{a^3}\cdot\frac1q\cdot\frac{4q/a}{(16/a^4)\left(1+(qa/2)^2\right)^2}=\frac{1}{\left(1+(qa/2)^2\right)^2}.$$

## Cancellation between electron and hole

Let $X=(p_eqa/2)^2$ and $Y=(p_hqa/2)^2$. Then

$$\frac1{(1+X)^2}-\frac1{(1+Y)^2}=(Y-X)\,S,\qquad S=\frac{2+X+Y}{(1+X)^2(1+Y)^2}.$$

Because $Y-X=\frac{q^2a^2}{4}(p_h^2-p_e^2)$, the Fröhlich element is

$$M(q)=g\,q\,\frac{a^2}{4}\,(p_h^2-p_e^2)\,S .$$

The factor $S$ is positive and continuous in $q$, with value $2$ at $q=0$. Thus $M(q)/q\to\frac{ga^2}{2}(p_h^2-p_e^2)$, and multiplying by $q$ gives $M(q)\to0$. At fixed $q>0$ and $g\neq0$, only $p_h^2-p_e^2$ can vanish; for positive numbers this means $p_e=p_h$.

## The exciton model in Lean

```lean
import Mathlib

open Filter Topology MeasureTheory Set
open scoped Real

namespace ExcitonPhononCoupling

noncomputable section
```

All quantities are real numbers. The envelope is a function of the Bohr radius and the distance.

```lean
/-- The 1s exciton envelope with Bohr radius `a`, as a function of the electron-hole distance. -/
def groundState (a r : ℝ) : ℝ := Real.exp (-(r / a)) / Real.sqrt (π * a ^ 3)
```

The form factor is an integral over `Ioi 0`, the open half line $r>0$. The kernel $\sin(qr)/(qr)$ is the angular average of a plane wave; the three-dimensional Fourier transform is thus built into the definition in its radial form.

```lean
/-- The form factor of the 1s exciton: the radial Fourier transform of its density. -/
def formFactor (a q : ℝ) : ℝ :=
  ∫ r in Ioi (0 : ℝ), 4 * π * r ^ 2 * groundState a r ^ 2 * (Real.sin (q * r) / (q * r))
```

At $q=0$ Lean's division by zero makes this integral $0$, not the physical value $1$, which is why the closed form requires $q\neq0$. The limits below run through positive $q$, since $q$ is a wave number and the element contains a division by it.

```lean
/-- The Froehlich element of the 1s exciton at phonon wave number `q`, with bare strength `g`:
electron and hole couple with opposite signs, at the scaled wave numbers `pe * q` and `ph * q`. -/
def froehlichElement (g a pe ph q : ℝ) : ℝ :=
  g / q * (formFactor a (pe * q) - formFactor a (ph * q))
```

The element is likewise a definition, not a consequence of a Hamiltonian. It describes coupling of the 1s state to itself, with one real strength `g` for both carriers. Transitions to other exciton states, band nonparabolicity and envelopes that are not hydrogenic are not covered.

## The damped sine integral

The boundary term at infinity needs $re^{-br}\to0$. Mathlib knows that $x^ne^{-x}\to0$; the proof takes $n=1$, substitutes $x=br$ and divides by $b$.

```lean
/-- An exponentially damped linear function tends to zero at large distance. -/
theorem tendsto_mul_exp {b : ℝ} (hb : 0 < b) :
    Tendsto (fun r : ℝ => r * Real.exp (-(b * r))) atTop (𝓝 0) := by
  have h := ((Real.tendsto_pow_mul_exp_neg_atTop_nhds_zero 1).comp
    (tendsto_id.const_mul_atTop hb)).const_mul b⁻¹
  rw [mul_zero] at h
  refine h.congr (fun r => ?_)
  show b⁻¹ * ((b * r) ^ 1 * Real.exp (-(b * r))) = _
  rw [pow_one, ← mul_assoc, ← mul_assoc, inv_mul_cancel₀ hb.ne', one_mul]
```

The next theorem evaluates the integral for every $b>0$ and every real $q$.

```lean
/-- The damped sine integral of `r exp(-b r) sin(q r)` over the half line. -/
theorem integral_damped_sine {b : ℝ} (hb : 0 < b) (q : ℝ) :
    ∫ r in Ioi (0 : ℝ), r * Real.exp (-(b * r)) * Real.sin (q * r)
      = 2 * b * q / (b ^ 2 + q ^ 2) ^ 2 := by
  have hD : b ^ 2 + q ^ 2 ≠ 0 := by positivity
  have hb' : b ≠ 0 := hb.ne'
  have h1 := tendsto_mul_exp hb
  have h0 : Tendsto (fun r : ℝ => Real.exp (-(b * r))) atTop (𝓝 0) :=
    Real.tendsto_exp_neg_atTop_nhds_zero.comp (tendsto_id.const_mul_atTop hb)
  have hE : ∀ x : ℝ, HasDerivAt (fun r : ℝ => Real.exp (-(b * r)))
      (-b * Real.exp (-(b * x))) x := fun x =>
    (((hasDerivAt_id' x).const_mul b).fun_neg.exp).congr_deriv (by ring)
  -- the integrand without its sine factor is integrable, by its own antiderivative
  have hint0 : IntegrableOn (fun r : ℝ => r * Real.exp (-(b * r))) (Ioi 0) := by
    have hd : ∀ x ∈ Ici (0 : ℝ), HasDerivAt
        (fun r : ℝ => -(r * Real.exp (-(b * r)) / b + Real.exp (-(b * r)) / b ^ 2))
        (x * Real.exp (-(b * x))) x := fun x _ =>
      (((((hasDerivAt_id' x).fun_mul (hE x)).div_const b).fun_add
        ((hE x).div_const (b ^ 2))).fun_neg).congr_deriv (by field_simp; ring)
    refine integrableOn_Ioi_deriv_of_nonneg' hd
      (fun x hx => mul_nonneg (le_of_lt hx) (Real.exp_pos _).le)
      ((h1.div_const b).add (h0.div_const (b ^ 2))).neg
  have hint : IntegrableOn
      (fun r : ℝ => r * Real.exp (-(b * r)) * Real.sin (q * r)) (Ioi 0) := by
    refine Integrable.mono hint0 (by fun_prop : Continuous fun r : ℝ =>
      r * Real.exp (-(b * r)) * Real.sin (q * r)).aestronglyMeasurable
      (ae_of_all _ fun r => ?_)
    rw [norm_mul]
    exact mul_le_of_le_one_right (norm_nonneg _) (Real.abs_sin_le_one _)
  -- a decaying amplitude times an oscillation decays
  have hosc : ∀ (u : ℝ → ℝ) (α β : ℝ), Tendsto u atTop (𝓝 0) →
      Tendsto (fun r => u r * (α * Real.sin (q * r) + β * Real.cos (q * r)))
        atTop (𝓝 0) := by
    intro u α β hu
    refine squeeze_zero_norm (a := fun r => |u r| * (|α| + |β|)) (fun r => ?_) ?_
    · rw [Real.norm_eq_abs, abs_mul]
      refine mul_le_mul_of_nonneg_left ((abs_add_le _ _).trans ?_) (abs_nonneg _)
      rw [abs_mul, abs_mul]
      exact add_le_add (mul_le_of_le_one_right (abs_nonneg _) (Real.abs_sin_le_one _))
        (mul_le_of_le_one_right (abs_nonneg _) (Real.abs_cos_le_one _))
    · have h := hu.abs.mul_const (|α| + |β|)
      rwa [abs_zero, zero_mul] at h
  have hs : ∀ x : ℝ, HasDerivAt (fun r : ℝ => Real.sin (q * r)) (q * Real.cos (q * x)) x :=
    fun x => ((hasDerivAt_id' x).const_mul q).sin.congr_deriv (by ring)
  have hc : ∀ x : ℝ, HasDerivAt (fun r : ℝ => Real.cos (q * r)) (-q * Real.sin (q * x)) x :=
    fun x => ((hasDerivAt_id' x).const_mul q).cos.congr_deriv (by ring)
  have hosc' : ∀ α β x : ℝ, HasDerivAt
      (fun r : ℝ => α * Real.sin (q * r) + β * Real.cos (q * r))
      (α * (q * Real.cos (q * x)) + β * (-q * Real.sin (q * x))) x :=
    fun α β x => ((hs x).const_mul α).fun_add ((hc x).const_mul β)
  -- the explicit antiderivative
  have hder : ∀ x : ℝ, HasDerivAt (fun r : ℝ =>
      -(r * Real.exp (-(b * r)) * (b / (b ^ 2 + q ^ 2) * Real.sin (q * r)
          + q / (b ^ 2 + q ^ 2) * Real.cos (q * r))
        + Real.exp (-(b * r)) * ((b ^ 2 - q ^ 2) / (b ^ 2 + q ^ 2) ^ 2 * Real.sin (q * r)
          + 2 * b * q / (b ^ 2 + q ^ 2) ^ 2 * Real.cos (q * r))))
      (x * Real.exp (-(b * x)) * Real.sin (q * x)) x := fun x =>
    (((((hasDerivAt_id' x).fun_mul (hE x)).fun_mul (hosc' _ _ x)).fun_add
      ((hE x).fun_mul (hosc' _ _ x))).fun_neg).congr_deriv (by field_simp; ring)
  have h := integral_Ioi_of_hasDerivAt_of_tendsto' (fun x _ => hder x) hint
    ((hosc _ _ _ h1).add (hosc _ _ _ h0)).neg
  refine h.trans ?_
  simp only [mul_zero, neg_zero, Real.exp_zero, Real.sin_zero, Real.cos_zero]
  ring
```

Integrability comes first. In `hint0`, the nonnegative function $re^{-br}$ has the antiderivative $-(re^{-br}/b+e^{-br}/b^2)$, which has a limit at infinity, so it is integrable. Then `hint` adds the sine using $|\sin|\le1$. The statement `hosc` says that a decaying amplitude times a combination of sine and cosine decays. The antiderivative $-re^{-br}S_1-e^{-br}S_2$ appears in `hder`, where `field_simp` and `ring` verify the derivative computed above. The fundamental theorem of calculus on the half line then leaves only the value at $r=0$.

## The closed form factor

The reduction to the damped sine integral is made pointwise for $r>0$: `hψ` squares the envelope, and the remaining algebra cancels $\pi$ and one power of $r$.

```lean
/-- The form factor of the 1s density as a damped sine integral. -/
theorem formFactor_eq_integral {a : ℝ} (ha : 0 < a) (q : ℝ) :
    formFactor a q = 4 / a ^ 3 *
      ∫ r in Ioi (0 : ℝ), r * Real.exp (-(2 / a * r)) * Real.sin (q * r) / q := by
  unfold formFactor
  rw [← integral_const_mul]
  refine setIntegral_congr_fun measurableSet_Ioi fun r hr => ?_
  have hr' : r ≠ 0 := (mem_Ioi.1 hr).ne'
  have hpi := Real.pi_ne_zero
  have hψ : groundState a r ^ 2 = Real.exp (-(2 / a * r)) / (π * a ^ 3) := by
    unfold groundState
    rw [div_pow, Real.sq_sqrt (by positivity), ← Real.exp_nat_mul]
    congr 2
    push_cast
    ring
  show 4 * π * r ^ 2 * groundState a r ^ 2 * (Real.sin (q * r) / (q * r))
    = 4 / a ^ 3 * (r * Real.exp (-(2 / a * r)) * Real.sin (q * r) / q)
  rw [hψ, div_mul_eq_div_div (Real.sin (q * r)) q r,
    mul_div_assoc (r * Real.exp (-(2 / a * r))) (Real.sin (q * r)) q]
  generalize Real.sin (q * r) / q = s
  generalize Real.exp (-(2 / a * r)) = E
  field_simp
```

Inserting $b=2/a$ and rewriting $b^2+q^2$ as in the derivation gives the closed form. Here `integral_div` takes the factor $1/q$ out of the integral.

```lean
/-- The form factor of the 1s exciton in closed form. -/
theorem formFactor_eq {a q : ℝ} (ha : 0 < a) (hq : q ≠ 0) :
    formFactor a q = 1 / (1 + (q * a / 2) ^ 2) ^ 2 := by
  rw [formFactor_eq_integral ha, integral_div, integral_damped_sine (by positivity) q]
  have h : (2 / a) ^ 2 + q ^ 2 = 4 / a ^ 2 * (1 + (q * a / 2) ^ 2) := by
    field_simp
    ring
  have hp : 1 + (q * a / 2) ^ 2 ≠ 0 := by positivity
  rw [h]
  generalize 1 + (q * a / 2) ^ 2 = D at hp ⊢
  field_simp
  ring
```

## The factorised element and its slope

The identity `key` is the difference formula in $X$ and $Y$. After both form factors are replaced by their closed forms, it produces the factor $p_h^2-p_e^2$.

```lean
/-- The Froehlich element in closed form, with the difference `ph ^ 2 - pe ^ 2` factored out. -/
theorem froehlichElement_eq {a pe ph q : ℝ} (g : ℝ) (ha : 0 < a) (hpe : 0 < pe)
    (hph : 0 < ph) (hq : 0 < q) :
    froehlichElement g a pe ph q = g * q * (a ^ 2 / 4 * (ph ^ 2 - pe ^ 2)) *
      ((2 + (pe * q * a / 2) ^ 2 + (ph * q * a / 2) ^ 2) /
        ((1 + (pe * q * a / 2) ^ 2) ^ 2 * (1 + (ph * q * a / 2) ^ 2) ^ 2)) := by
  have key : ∀ X Y : ℝ, 1 + X ≠ 0 → 1 + Y ≠ 0 → 1 / (1 + X) ^ 2 - 1 / (1 + Y) ^ 2
      = (Y - X) * ((2 + X + Y) / ((1 + X) ^ 2 * (1 + Y) ^ 2)) := by
    intro X Y hX hY
    field_simp
    ring
  unfold froehlichElement
  rw [formFactor_eq ha (mul_pos hpe hq).ne', formFactor_eq ha (mul_pos hph hq).ne',
    key _ _ (by positivity) (by positivity)]
  generalize (2 + (pe * q * a / 2) ^ 2 + (ph * q * a / 2) ^ 2) /
    ((1 + (pe * q * a / 2) ^ 2) ^ 2 * (1 + (ph * q * a / 2) ^ 2) ^ 2) = S
  field_simp
  ring
```

For the slope, `hc` shows that the factorised expression for $M(q)/q$ is continuous in $q$, and `hv` evaluates it at $q=0$. The filter `𝓝[>] 0` expresses the approach $q\to0^+$. The continuous expression agrees with $M(q)/q$ for all $q>0$, so the two have the same limit.

```lean
/-- At long wavelength the Froehlich element divided by `q` tends to
`g a² (ph² - pe²) / 2`. -/
theorem froehlichElement_slope {a pe ph : ℝ} (g : ℝ) (ha : 0 < a) (hpe : 0 < pe)
    (hph : 0 < ph) :
    Tendsto (fun q => froehlichElement g a pe ph q / q) (𝓝[>] 0)
      (𝓝 (g * a ^ 2 / 2 * (ph ^ 2 - pe ^ 2))) := by
  have hc : Continuous fun q : ℝ => g * (a ^ 2 / 4 * (ph ^ 2 - pe ^ 2)) *
      ((2 + (pe * q * a / 2) ^ 2 + (ph * q * a / 2) ^ 2) /
        ((1 + (pe * q * a / 2) ^ 2) ^ 2 * (1 + (ph * q * a / 2) ^ 2) ^ 2)) :=
    continuous_const.mul (Continuous.div (by fun_prop) (by fun_prop) fun q => by positivity)
  have hv : g * (a ^ 2 / 4 * (ph ^ 2 - pe ^ 2)) *
      ((2 + (pe * 0 * a / 2) ^ 2 + (ph * 0 * a / 2) ^ 2) /
        ((1 + (pe * 0 * a / 2) ^ 2) ^ 2 * (1 + (ph * 0 * a / 2) ^ 2) ^ 2))
      = g * a ^ 2 / 2 * (ph ^ 2 - pe ^ 2) := by ring
  rw [← hv]
  refine ((hc.tendsto 0).mono_left nhdsWithin_le_nhds).congr' ?_
  filter_upwards [self_mem_nhdsWithin] with q hq
  have hq' : q ≠ 0 := (mem_Ioi.1 hq).ne'
  rw [froehlichElement_eq g ha hpe hph hq, eq_div_iff hq']
  ring
```

## Zeros of the coupling

The criterion holds separately at each $q>0$. In the forward direction the product is split factor by factor: $S$, $g$, $q$ and $a^2/4$ are nonzero, which leaves $p_h^2-p_e^2=0$, and `nlinarith` uses positivity to conclude $p_e=p_h$. In the other direction the two form factors are identical and cancel.

```lean
/-- For `g ≠ 0` and positive `a`, `pe`, `ph`, the Froehlich element at any given `q > 0` vanishes
exactly when `pe = ph`. -/
theorem froehlichElement_eq_zero_iff {g a pe ph q : ℝ} (hg : g ≠ 0) (ha : 0 < a)
    (hpe : 0 < pe) (hph : 0 < ph) (hq : 0 < q) :
    froehlichElement g a pe ph q = 0 ↔ pe = ph := by
  constructor
  · intro h
    rw [froehlichElement_eq g ha hpe hph hq] at h
    have hS : (2 + (pe * q * a / 2) ^ 2 + (ph * q * a / 2) ^ 2) /
        ((1 + (pe * q * a / 2) ^ 2) ^ 2 * (1 + (ph * q * a / 2) ^ 2) ^ 2) ≠ 0 := by
      positivity
    -- only the difference of squares can vanish
    have h2 := (mul_eq_zero.1 ((mul_eq_zero.1 h).resolve_right hS)).resolve_left
      (mul_ne_zero hg hq.ne')
    have h3 := (mul_eq_zero.1 h2).resolve_left (by positivity)
    nlinarith
  · rintro rfl
    simp [froehlichElement]
```

The main theorem joins the limit and the criterion. The limit is the product of the finite slope and $q\to0$. For the existence of a zero when $p_e=p_h$, the proof exhibits $q=1$, though any positive value would serve.

```lean
/-- The Froehlich element of the 1s exciton tends to zero at long wavelength, and it vanishes at
some `q > 0` if and only if `pe = ph`; here `g ≠ 0` and `a`, `pe`, `ph` are positive. -/
theorem froehlich_exciton_coupling {g a pe ph : ℝ} (hg : g ≠ 0) (ha : 0 < a)
    (hpe : 0 < pe) (hph : 0 < ph) :
    Tendsto (froehlichElement g a pe ph) (𝓝[>] 0) (𝓝 0) ∧
      ((∃ q > 0, froehlichElement g a pe ph q = 0) ↔ pe = ph) := by
  refine ⟨?_, ?_, fun h => ⟨1, one_pos,
    (froehlichElement_eq_zero_iff hg ha hpe hph one_pos).2 h⟩⟩
  · -- a finite slope times a vanishing wave number
    have hid : Tendsto (fun q : ℝ => q) (𝓝[>] 0) (𝓝 0) :=
      tendsto_id.mono_left nhdsWithin_le_nhds
    have h := (froehlichElement_slope g ha hpe hph).mul hid
    rw [mul_zero] at h
    refine h.congr' ?_
    filter_upwards [self_mem_nhdsWithin] with q hq
    exact div_mul_cancel₀ _ (mem_Ioi.1 hq).ne'
  · rintro ⟨q, hq, h⟩
    exact (froehlichElement_eq_zero_iff hg ha hpe hph hq).1 h
```

Finally, the mass fractions are inserted. The electron's scale factor carries the hole mass and vice versa, so the criterion first yields $m_h=m_e$, and `eq_comm` turns the equation round.

```lean
/-- With the mass fractions of the centre-of-mass frame, the Froehlich element at `q > 0` with `g ≠
0` vanishes exactly when electron and hole have equal masses. -/
theorem froehlichElement_masses {g a me mh q : ℝ} (hg : g ≠ 0) (ha : 0 < a)
    (hme : 0 < me) (hmh : 0 < mh) (hq : 0 < q) :
    froehlichElement g a (mh / (me + mh)) (me / (me + mh)) q = 0 ↔ me = mh := by
  have hM : me + mh ≠ 0 := by positivity
  rw [froehlichElement_eq_zero_iff hg ha (by positivity) (by positivity) hq,
    div_left_inj' hM]
  exact eq_comm

end

end ExcitonPhononCoupling
```

```lean
#print axioms ExcitonPhononCoupling.froehlich_exciton_coupling
-- 'ExcitonPhononCoupling.froehlich_exciton_coupling' depends on axioms: [propext, Classical.choice, Quot.sound]
#print axioms ExcitonPhononCoupling.froehlichElement_masses
-- 'ExcitonPhononCoupling.froehlichElement_masses' depends on axioms: [propext, Classical.choice, Quot.sound]
```
